# Naphthalene in the Hückel model: ten π levels and a frontier gap of |β|(√5 − 1)

In the Hückel model with equal hopping β < 0 on every carbon–carbon bond, the ten π electrons of naphthalene fill five orbitals, and the gap between the highest filled and the lowest empty level is |β|(√5 − 1). The adjacency matrix of the carbon skeleton has characteristic polynomial

(x² − 1)(x⁴ − 3x² + 1)(x⁴ − 7x² + 9),

and its smallest positive eigenvalue is (√5 − 1)/2.

## Two five-atom chains joined by three bonds

Each carbon contributes one p orbital perpendicular to the molecular plane. Its energy in the molecular framework is α, and β is the coupling between orbitals on bonded neighbours. With A the adjacency matrix, equal to 1 for bonded pairs and 0 otherwise, the Hamiltonian is

H = α + βA.

The mirror containing the long axis and perpendicular to the plane splits the skeleton into two facing chains. Number the atoms of each chain 0 to 4. The mirror exchanges atoms with the same number, and bonds join the chains at positions 0, 2 and 4. The middle one is the bond shared by the two hexagons.

## Skeleton, levels and filling in Lean

The index type `Fin 5 ⊕ Fin 5` labels the atoms: `.inl i` is atom i of one chain, `.inr i` its mirror image. The matrix `adjacency` has `chain` in its diagonal blocks and `rungs` in its off-diagonal blocks, and `hueckel α β` is H. The theorem `adjacency_perimeter` confirms the connectivity: in the order given by `site`, the atoms form a ring numbered 0 to 9 with one cross bond, between 2 and 7. Addition in `Fin 10` wraps around, so the condition `j = i + 1` also closes the ring.

The theorem `hueckel_charpoly` gives the characteristic polynomial for all real α and β, and `adjacency_charpoly` is the case α = 0, β = 1. In `least_positive_eigenvalue`, `IsLeast` says that (√5 − 1)/2 is itself a positive eigenvalue and that no positive eigenvalue is smaller.

Filling is expressed by `IsFrontierPair H n homo lumo`. The real roots of the characteristic polynomial, with multiplicity, are divided into n occupied levels and the remaining empty ones; `homo` is the highest of the first group, `lumo` the lowest of the second, and `homo` ≤ `lumo`. The number n counts spatial orbitals, so ten electrons in spin pairs mean n = 5. The theorem `frontier_gap` assumes β < 0, the sign for which in-phase combinations of neighbouring orbitals are bonding.

The model takes all bonds as equal and neglects overlap between neighbouring orbitals and repulsion between electrons. The gap is a difference of orbital energies. Within the model it is also the lowest excitation energy, the same for singlet and triplet; the electron repulsion left out here makes those two energies differ.

## Even and odd combinations

Let P be the Hamiltonian of one chain and N the coupling between the chains. If u holds the five amplitudes on one chain, the normalised mirror-adapted states are (u, u)/√2 and (u, −u)/√2 for normalised u. On them H acts as P + N and P − N respectively. Since N equals β at positions 0, 2 and 4, each case is a five-site chain whose alternate sites are shifted by c, with c = β for the even states and c = −β for the odd ones.

Let E be the energy variable of the characteristic polynomial, and write a = E − α and d = a − c. The secular determinant of the chain has diagonal d, a, d, a, d and off-diagonal entries −β. Let Dₖ be the determinant of its first k sites. Expanding along the last row gives

D₁ = d

D₂ = ad − β²

D₃ = dD₂ − β²D₁ = d(ad − 2β²)

D₄ = aD₃ − β²D₂ = (ad)² − 3β²ad + β⁴

D₅ = dD₄ − β²D₃ = d((ad)² − 4β²ad + 3β⁴) = d(ad − β²)(ad − 3β²).

Now multiply the result for c = β by that for c = −β, factor by factor:

(a − β)(a + β) = a² − β²

(a² − aβ − β²)(a² + aβ − β²) = (a² − β²)² − a²β² = a⁴ − 3a²β² + β⁴

(a² − aβ − 3β²)(a² + aβ − 3β²) = (a² − 3β²)² − a²β² = a⁴ − 7a²β² + 9β⁴.

The product of the three right-hand sides is the characteristic polynomial of H. Setting α = 0 and β = 1 gives that of A.

## Ten levels and the frontier pair

Put a = βy. For β ≠ 0 the even factors vanish when y = 1, y² − y − 1 = 0 or y² − y − 3 = 0, and the odd factors at the negatives of these values. The ten levels are therefore α + βx and α − βx, with x running over

(√5 − 1)/2, 1, (√13 − 1)/2, (√5 + 1)/2, (√13 + 1)/2.

For β = 0 the same list gives α ten times, as it should.

Since 1 < √5 < 3 and √13 > 3, the first number is positive and is the smallest of the five. For β < 0 the five levels α + βx lie below α and are filled, while the five levels α − βx lie above it and are empty. The levels closest to α have x = (√5 − 1)/2, so

gap = −2β(√5 − 1)/2 = |β|(√5 − 1).

## Ethylene, and a numerical diagonalisation

The mirror factorisation already works for halves of one atom each. With P = α and N = β it gives (E − α − β)(E − α + β), with the two levels α ± β of ethylene, whose gap is 2|β|.

A tight-binding program would diagonalise the 10 × 10 matrix, sort the eigenvalues in ascending order and subtract the fifth from the sixth. For β = −1 the answer should be about 1.23607. If the even and odd blocks are diagonalised separately, their spectra must be merged before filling, because three of the occupied orbitals are even and two are odd.

## The Lean file

```lean
import Mathlib

open Matrix Polynomial

namespace NaphthaleneHueckel

noncomputable section

/-- Bonds within a chain of five carbon atoms. -/
def chain : Matrix (Fin 5) (Fin 5) ℝ :=
  !![0, 1, 0, 0, 0; 1, 0, 1, 0, 0; 0, 1, 0, 1, 0; 0, 0, 1, 0, 1; 0, 0, 0, 1, 0]

/-- Bonds between two facing chains, at their first, third and fifth atoms. -/
def rungs : Matrix (Fin 5) (Fin 5) ℝ :=
  !![1, 0, 0, 0, 0; 0, 0, 0, 0, 0; 0, 0, 1, 0, 0; 0, 0, 0, 0, 0; 0, 0, 0, 0, 1]

/-- The adjacency matrix of the ten carbon atoms of naphthalene, written as two facing
five-atom chains joined by three bonds. -/
def adjacency : Matrix (Fin 5 ⊕ Fin 5) (Fin 5 ⊕ Fin 5) ℝ :=
  fromBlocks chain rungs rungs chain

/-- The Hückel Hamiltonian with site energy `α` and hopping energy `β`. -/
def hueckel (α β : ℝ) : Matrix (Fin 5 ⊕ Fin 5) (Fin 5 ⊕ Fin 5) ℝ :=
  α • 1 + β • adjacency

/-- The ten atoms in the order met on a walk around the perimeter. -/
def site : Fin 10 → Fin 5 ⊕ Fin 5 :=
  ![.inl 0, .inl 1, .inl 2, .inl 3, .inl 4, .inr 4, .inr 3, .inr 2, .inr 1, .inr 0]

/-- The levels `homo` and `lumo` are the highest filled and lowest empty orbital energies
of `H` when its `n` lowest orbitals, counted with multiplicity, are filled. -/
def IsFrontierPair {ι : Type*} [Fintype ι] [DecidableEq ι] (H : Matrix ι ι ℝ) (n : ℕ)
    (homo lumo : ℝ) : Prop :=
  ∃ occ virt : Multiset ℝ, H.charpoly.roots = occ + virt ∧ occ.card = n ∧
    homo ∈ occ ∧ lumo ∈ virt ∧ (∀ e ∈ occ, e ≤ homo) ∧ (∀ e ∈ virt, lumo ≤ e) ∧ homo ≤ lumo

/-- The five positive numbers `x` that label the levels `α + β x` and `α - β x`. -/
def levels : Multiset ℝ :=
  {(√5 - 1) / 2, 1, (√13 - 1) / 2, (√5 + 1) / 2, (√13 + 1) / 2}

/-- The skeleton is a ten-membered ring with one cross bond between opposite atoms. -/
theorem adjacency_perimeter : Function.Bijective site ∧ ∀ i j : Fin 10,
    adjacency (site i) (site j) =
      if j = i + 1 ∨ i = j + 1 ∨ (i = 2 ∧ j = 7) ∨ (i = 7 ∧ j = 2) then 1 else 0 := by
  refine ⟨by decide, fun i j => ?_⟩
  fin_cases i <;> fin_cases j <;> simp [adjacency, site, chain, rungs]

/-- For two identical halves `P` coupled by `N`, mirror symmetry factorises the characteristic
polynomial into those of the even and the odd combinations. -/
theorem charpoly_mirror {ι : Type*} [Fintype ι] [DecidableEq ι] (P N : Matrix ι ι ℝ) :
    (fromBlocks P N N P).charpoly = (P + N).charpoly * (P - N).charpoly := by
  have hp : (P + N).charmatrix = P.charmatrix + -N.map C := by
    refine Matrix.ext fun i j => ?_
    simp only [charmatrix_apply, Matrix.add_apply, Matrix.neg_apply, Matrix.map_apply, C_add]
    ring
  have hm : (P - N).charmatrix = P.charmatrix - -N.map C := by
    refine Matrix.ext fun i j => ?_
    simp only [charmatrix_apply, Matrix.sub_apply, Matrix.neg_apply, Matrix.map_apply, C_sub]
    ring
  unfold Matrix.charpoly
  rw [charmatrix_fromBlocks, hp, hm]
  generalize P.charmatrix = M
  generalize -N.map C = K
  -- a change of basis of determinant one makes the matrix block triangular
  have h : fromBlocks M K K M * fromBlocks 1 0 1 1 =
      fromBlocks 1 0 1 1 * fromBlocks (M + K) K 0 (M - K) := by
    simp [fromBlocks_multiply, add_comm]
  have hd := congrArg Matrix.det h
  rw [Matrix.det_mul, Matrix.det_mul, det_fromBlocks_zero₁₂, det_fromBlocks_zero₂₁,
    Matrix.det_one, one_mul, mul_one, one_mul] at hd
  exact hd

set_option maxHeartbeats 400000 in
/-- The secular determinant of a five-site chain whose first, third and fifth sites are
shifted by `c`. -/
theorem det_chain {R : Type*} [CommRing R] (a b c : R) :
    Matrix.det !![a - c, -b, 0, 0, 0; -b, a, -b, 0, 0; 0, -b, a - c, -b, 0;
      0, 0, -b, a, -b; 0, 0, 0, -b, a - c] =
      (a - c) * (a * (a - c) - b ^ 2) * (a * (a - c) - 3 * b ^ 2) := by
  simp [Matrix.det_succ_row_zero, Fin.sum_univ_succ, Fin.succAbove]
  ring

/-- The characteristic polynomial of the Hückel Hamiltonian of naphthalene, for any site
energy and hopping energy. -/
theorem hueckel_charpoly (α β : ℝ) : (hueckel α β).charpoly =
    ((X - C α) ^ 2 - C β ^ 2) *
    ((X - C α) ^ 4 - 3 * (X - C α) ^ 2 * C β ^ 2 + C β ^ 4) *
    ((X - C α) ^ 4 - 7 * (X - C α) ^ 2 * C β ^ 2 + 9 * C β ^ 4) := by
  have hc (γ : ℝ) : (α • 1 + β • chain + γ • rungs).charpoly =
      (X - C α - C γ) * ((X - C α) * (X - C α - C γ) - C β ^ 2) *
        ((X - C α) * (X - C α - C γ) - 3 * C β ^ 2) := by
    rw [← det_chain, Matrix.charpoly]
    congr 1
    refine Matrix.ext fun i j => ?_
    fin_cases i <;> fin_cases j <;> simp [chain, rungs] <;> ring
  have hb : hueckel α β = fromBlocks (α • 1 + β • chain) (β • rungs)
      (β • rungs) (α • 1 + β • chain) := by
    rw [hueckel, adjacency, ← fromBlocks_one, fromBlocks_smul, fromBlocks_smul, fromBlocks_add]
    simp
  -- the even and odd combinations shift alternate sites by β and by -β
  rw [hb, charpoly_mirror, sub_eq_add_neg, ← neg_smul, hc, hc, C_neg]
  generalize (X - C α : ℝ[X]) = a
  ring

/-- The characteristic polynomial of the naphthalene adjacency matrix. -/
theorem adjacency_charpoly : adjacency.charpoly =
    (X ^ 2 - 1) * (X ^ 4 - 3 * X ^ 2 + 1) * (X ^ 4 - 7 * X ^ 2 + 9) := by
  simpa [hueckel] using hueckel_charpoly 0 1

/-- The smallest positive eigenvalue of the adjacency matrix is `(√5 - 1) / 2`. -/
theorem least_positive_eigenvalue :
    IsLeast {x : ℝ | 0 < x ∧ x ∈ spectrum ℝ adjacency} ((√5 - 1) / 2) := by
  have hs (x : ℝ) : x ∈ spectrum ℝ adjacency ↔
      (x ^ 2 - 1) * (x ^ 4 - 3 * x ^ 2 + 1) * (x ^ 4 - 7 * x ^ 2 + 9) = 0 := by
    have h : adjacency.charpoly.eval x = (algebraMap ℝ _ x - adjacency).det := by
      rw [Matrix.charpoly, eval_det, matPolyEquiv_charmatrix, eval_sub, eval_X, eval_C]
      rfl
    rw [spectrum.mem_iff, Matrix.isUnit_iff_isUnit_det, isUnit_iff_ne_zero, not_not, ← h,
      adjacency_charpoly]
    simp
  have h5 : √5 ^ 2 = 5 := Real.sq_sqrt (by norm_num)
  have hg : ((√5 - 1) / 2) ^ 2 + (√5 - 1) / 2 = 1 := by linear_combination h5 / 4
  have h0 : 0 < (√5 - 1) / 2 := by nlinarith [Real.sqrt_nonneg 5]
  simp only [hs]
  generalize (√5 - 1) / 2 = g at *
  constructor
  · refine ⟨h0, ?_⟩
    have h : g ^ 4 - 3 * g ^ 2 + 1 = 0 := by linear_combination (g ^ 2 - g - 1) * hg
    rw [h]
    ring
  · rintro x ⟨hx, h⟩
    by_contra hlt
    have hxg : x < g := lt_of_not_ge hlt
    have h1 : x ^ 2 + x < 1 := by nlinarith
    -- none of the three factors vanishes for 0 < x < g
    rcases mul_eq_zero.mp h with h | h
    · rcases mul_eq_zero.mp h with h | h
      · linarith
      · have hp : 0 < (x ^ 2 - x - 1) * (x ^ 2 + x - 1) :=
          mul_pos_of_neg_of_neg (by linarith) (by linarith)
        nlinarith
    · nlinarith [sq_nonneg (x ^ 2)]

/-- The ten orbital energies, with multiplicity, are `α + β x` and `α - β x` for the five
numbers `x` in `levels`. -/
theorem orbital_energies (α β : ℝ) : (hueckel α β).charpoly.roots =
    levels.map (fun x => α + β * x) + levels.map (fun x => α - β * x) := by
  rw [← roots_multiset_prod_X_sub_C
    (levels.map (fun x => α + β * x) + levels.map (fun x => α - β * x))]
  congr 1
  have hg : ((√5 - 1) / 2) ^ 2 + (√5 - 1) / 2 = 1 := by
    linear_combination Real.sq_sqrt (show (0 : ℝ) ≤ 5 by norm_num) / 4
  have ht : ((√13 - 1) / 2) ^ 2 + (√13 - 1) / 2 = 3 := by
    linear_combination Real.sq_sqrt (show (0 : ℝ) ≤ 13 by norm_num) / 4
  have kp (x : ℝ) : X - C (α + β * x) = (X - C α) - C β * C x := by
    rw [C_add, C_mul]; ring
  have km (x : ℝ) : X - C (α - β * x) = (X - C α) + C β * C x := by
    rw [C_sub, C_mul]; ring
  rw [hueckel_charpoly, levels, show (√5 + 1) / 2 = (√5 - 1) / 2 + 1 by ring,
    show (√13 + 1) / 2 = (√13 - 1) / 2 + 1 by ring]
  generalize (√5 - 1) / 2 = g at *
  generalize (√13 - 1) / 2 = t at *
  have hG : (C g : ℝ[X]) ^ 2 + C g = 1 := by rw [← C_pow, ← C_add, hg, C_1]
  have hT : (C t : ℝ[X]) ^ 2 + C t = 3 := by rw [← C_pow, ← C_add, ht]; rfl
  simp only [Multiset.insert_eq_cons, Multiset.map_add, Multiset.map_cons,
    Multiset.map_singleton, Multiset.prod_add, Multiset.prod_cons, Multiset.prod_singleton,
    kp, km]
  simp only [C_add, C_1]
  generalize (X - C α : ℝ[X]) = a
  generalize (C β : ℝ[X]) = b
  generalize (C g : ℝ[X]) = u at *
  generalize (C t : ℝ[X]) = v at *
  -- each factor splits into pairs of opposite levels
  have h0 : a ^ 2 - b ^ 2 = (a - b * 1) * (a + b * 1) := by ring
  have h1 : a ^ 4 - 3 * a ^ 2 * b ^ 2 + b ^ 4 =
      (a - b * u) * (a + b * u) * ((a - b * (u + 1)) * (a + b * (u + 1))) := by
    linear_combination (2 * a ^ 2 * b ^ 2 - b ^ 4 * (u ^ 2 + u + 1)) * hG
  have h2 : a ^ 4 - 7 * a ^ 2 * b ^ 2 + 9 * b ^ 4 =
      (a - b * v) * (a + b * v) * ((a - b * (v + 1)) * (a + b * (v + 1))) := by
    linear_combination (2 * a ^ 2 * b ^ 2 - b ^ 4 * (v ^ 2 + v + 3)) * hT
  -- it remains to reorder the ten linear factors
  have key : ∀ p q r s t p' q' r' s' t' : ℝ[X],
      q * q' * (p * p' * (s * s')) * (r * r' * (t * t')) =
        p * (q * (r * (s * t))) * (p' * (q' * (r' * (s' * t')))) := by
    intros
    ring
  rw [h0, h1, h2]
  exact key _ _ _ _ _ _ _ _ _ _

/-- For `β < 0` and five filled orbitals, the frontier levels of naphthalene are
`α ± β (√5 - 1) / 2`, and the gap between them is `|β| (√5 - 1)`. -/
theorem frontier_gap (α β : ℝ) (hβ : β < 0) :
    IsFrontierPair (hueckel α β) 5 (α + β * ((√5 - 1) / 2)) (α - β * ((√5 - 1) / 2)) ∧
    (α - β * ((√5 - 1) / 2)) - (α + β * ((√5 - 1) / 2)) = |β| * (√5 - 1) := by
  have h5 : √5 ^ 2 = 5 := Real.sq_sqrt (by norm_num)
  have h13 : √13 ^ 2 = 13 := Real.sq_sqrt (by norm_num)
  have a1 : 1 < √5 := by nlinarith [Real.sqrt_nonneg 5]
  have a2 : √5 < 3 := by nlinarith [Real.sqrt_nonneg 5]
  have a3 : 3 < √13 := by nlinarith [Real.sqrt_nonneg 13]
  have hmin : ∀ x ∈ levels, (√5 - 1) / 2 ≤ x := by
    intro x hx
    simp only [levels, Multiset.insert_eq_cons, Multiset.mem_cons,
      Multiset.mem_singleton] at hx
    rcases hx with rfl | rfl | rfl | rfl | rfl <;> linarith
  have hmem : (√5 - 1) / 2 ∈ levels := by
    simp only [levels, Multiset.insert_eq_cons, Multiset.mem_cons, true_or]
  refine ⟨⟨_, _, orbital_energies α β, by simp [levels], Multiset.mem_map_of_mem _ hmem,
    Multiset.mem_map_of_mem _ hmem, ?_, ?_, by nlinarith⟩, ?_⟩
  · intro e he
    obtain ⟨x, hx, rfl⟩ := Multiset.mem_map.mp he
    nlinarith [hmin x hx]
  · intro e he
    obtain ⟨x, hx, rfl⟩ := Multiset.mem_map.mp he
    nlinarith [hmin x hx]
  · rw [abs_of_neg hβ]
    ring

end

end NaphthaleneHueckel
```

```lean
#print axioms NaphthaleneHueckel.adjacency_perimeter
#print axioms NaphthaleneHueckel.least_positive_eigenvalue
#print axioms NaphthaleneHueckel.frontier_gap
```

```
'NaphthaleneHueckel.adjacency_perimeter' depends on axioms: [propext, Classical.choice, Quot.sound]
'NaphthaleneHueckel.least_positive_eigenvalue' depends on axioms: [propext, Classical.choice, Quot.sound]
'NaphthaleneHueckel.frontier_gap' depends on axioms: [propext, Classical.choice, Quot.sound]
```

## From the block matrix to the gap

`charpoly_mirror` carries out the symmetry step for any two identical halves. Its change of basis is the block matrix with rows (1, 0) and (1, 1), which has determinant one and needs no factor √2. It makes the secular matrix block triangular, with the even and odd blocks on the diagonal, and taking determinants gives the product.

`det_chain` is the formula for D₅. Lean expands the determinant along the first row and `ring` compares the two sides. The lemma is stated over a commutative ring because in its application the entries are polynomials in the energy variable. Inside `hueckel_charpoly`, the auxiliary statement `hc` applies it to a chain with shift γ; using it at γ = β and γ = −β and multiplying out completes the calculation.

For `least_positive_eigenvalue`, the statement `hs` first turns membership of the spectrum into the vanishing of the polynomial. Write g = (√5 − 1)/2, so that g² + g = 1, which makes the first quartic vanish at g. If 0 < x < g, then x² + x < 1. Hence x² − 1 is negative, the first quartic is the product (x² − x − 1)(x² + x − 1) of two negative numbers, and the second quartic is positive because x² < 1. No factor vanishes, so x is not an eigenvalue.

`orbital_energies` shows that the characteristic polynomial equals the product of ten linear factors, from which the roots follow with their multiplicities. The square roots enter only through g² + g = 1 and t² + t = 3, where t = (√13 − 1)/2; `linear_combination` uses these relations to split the two quartics.

`frontier_gap` takes the levels α + βx as occupied and α − βx as empty. The statement `hmin` says that g is the least of the five numbers in `levels`, and multiplying that inequality by the negative β puts both groups in the required order. The value of the gap then follows from |β| = −β.
